# Second-order energy below the exact ground state when the perturbation only couples the reference to higher configurations

Stretch a chemical bond, and an excited configuration can approach the reference configuration in energy. A variational method still returns an upper bound to the exact ground-state energy. Second-order Møller–Plesset theory (MP2) divides squared couplings by orbital-energy gaps, which can shrink as well, so its correction can become very large. Does it still respect the bound? Two configurations with a purely off-diagonal perturbation are enough to show that it need not.

In Lean 4 with Mathlib:

```lean
import Mathlib

open Matrix Filter Topology

namespace MP2NotVariational

noncomputable section
```

Put the reference at energy zero and the excited configuration at \(d\), with a real coupling \(K\):

\[
H=\begin{pmatrix}0&K\\K&d\end{pmatrix},\qquad H_0=\mathrm{diag}(0,d).
\]

The perturbation has no diagonal part, so the first-order energy vanishes. In molecular Møller–Plesset theory the perturbation generally also shifts the excited determinants, and MP2 may then lie on either side of the exact energy.

```lean
/-- The Hamiltonian of a reference at energy zero and an excited configuration at
energy `d`, coupled by `K`. -/
def twoLevel (d K : ℝ) : Matrix (Fin 2) (Fin 2) ℝ := !![0, K; K, d]
```

The lower root of \(E^2-dE-K^2=0\) is the candidate for the exact energy:

\[
E=\frac d2-\sqrt{\frac{d^2}{4}+K^2}.
\]

```lean
/-- The closed formula for the exact ground-state energy of the two-level model. -/
def exactEnergy (d K : ℝ) : ℝ := d / 2 - √(d ^ 2 / 4 + K ^ 2)
```

The second-order energy is the squared coupling over the gap, with a minus sign: \(E_2=-K^2/d\).

```lean
/-- The second-order energy of the two-level model. -/
def mp2Energy (d K : ℝ) : ℝ := -K ^ 2 / d
```

**The exact energy is the least eigenvalue.** Let \(K\neq0\). The vector \((K,E)\), or \((K,E)/\sqrt{K^2+E^2}\) when normalised, is an eigenvector: the first row gives \(KE=EK\), the second \(K^2+dE=E^2\). Conversely, let \(e\) be an eigenvalue with eigenvector \((v_0,v_1)\neq0\). Eliminating one amplitude at a time from \(Kv_1=ev_0\) and \(Kv_0+dv_1=ev_1\) gives \((e^2-de-K^2)v_i=0\) for both \(i\), so the bracket vanishes. Hence \((d/2-e)^2=d^2/4+K^2\), and \(e\ge E\).

`IsLeast` states both halves: \(E\) belongs to the set of eigenvalues and bounds it from below. In the second half of the proof, the `linear_combination` lines for `a0` and `a1` carry out the elimination.

```lean
/-- For a nonzero coupling, the exact energy is the least eigenvalue of the two-level Hamiltonian.
-/
theorem exactEnergy_isLeast (d : ℝ) {K : ℝ} (hK : K ≠ 0) :
    IsLeast {E : ℝ | ∃ v : Fin 2 → ℝ, v ≠ 0 ∧ twoLevel d K *ᵥ v = E • v}
      (exactEnergy d K) := by
  constructor
  · have hs : √(d ^ 2 / 4 + K ^ 2) ^ 2 = d ^ 2 / 4 + K ^ 2 :=
      Real.sq_sqrt (by positivity)
    have hroot : exactEnergy d K ^ 2 = d * exactEnergy d K + K ^ 2 := by
      unfold exactEnergy
      linear_combination hs
    -- the eigenvector has amplitudes K and E
    refine ⟨![K, exactEnergy d K], fun h => hK (by simpa using congrFun h 0), ?_⟩
    ext i
    fin_cases i
    · simp [twoLevel, Matrix.mulVec, dotProduct, Fin.sum_univ_two]
      ring
    · simp [twoLevel, Matrix.mulVec, dotProduct, Fin.sum_univ_two]
      linear_combination -hroot
  · rintro e ⟨v, hv, he⟩
    have h0 := congrFun he 0
    have h1 := congrFun he 1
    simp [twoLevel, Matrix.mulVec, dotProduct, Fin.sum_univ_two] at h0 h1
    -- a nonzero eigenvector forces the characteristic equation
    have hchar : e ^ 2 - d * e - K ^ 2 = 0 := by
      by_contra hne
      have a0 : (e ^ 2 - d * e - K ^ 2) * v 0 = 0 := by
        linear_combination (d - e) * h0 - K * h1
      have a1 : (e ^ 2 - d * e - K ^ 2) * v 1 = 0 := by
        linear_combination (-K) * h0 - e * h1
      apply hv
      ext i
      fin_cases i
      · exact (mul_eq_zero.mp a0).resolve_left hne
      · exact (mul_eq_zero.mp a1).resolve_left hne
    have hle : |d / 2 - e| ≤ √(d ^ 2 / 4 + K ^ 2) :=
      Real.abs_le_sqrt (by nlinarith)
    have := le_abs_self (d / 2 - e)
    unfold exactEnergy
    linarith
```

**The formula for \(E_2\) is the second-order coefficient.** Let \(d>0\). Scale the coupling by \(t\neq0\) and rationalise:

\[
\frac{E(tK)}{t^2}=\frac{-K^2}{d/2+\sqrt{d^2/4+t^2K^2}}\;\longrightarrow\;-\frac{K^2}{d}\qquad(t\to0).
\]

The proof takes the limit of the right-hand side by continuity, then transfers it to the left-hand side, which agrees with it away from \(t=0\). The filter `𝓝[≠] 0` excludes that point.

```lean
/-- For a positive gap, when the coupling is scaled by `t`, the exact energy divided by `t ^ 2`
tends to the second-order energy as `t` tends to zero. -/
theorem mp2Energy_is_second_order {d : ℝ} (hd : 0 < d) (K : ℝ) :
    Tendsto (fun t : ℝ => exactEnergy d (t * K) / t ^ 2) (𝓝[≠] 0)
      (𝓝 (mp2Energy d K)) := by
  have hpos : ∀ t : ℝ, 0 < d / 2 + √(d ^ 2 / 4 + (t * K) ^ 2) :=
    fun t => by positivity
  have hc : Continuous (fun t : ℝ => -K ^ 2 / (d / 2 + √(d ^ 2 / 4 + (t * K) ^ 2))) :=
    Continuous.div continuous_const (by fun_prop) (fun t => (hpos t).ne')
  have hval : -K ^ 2 / (d / 2 + √(d ^ 2 / 4 + (0 * K) ^ 2)) = mp2Energy d K := by
    have h : d ^ 2 / 4 + (0 * K) ^ 2 = (d / 2) ^ 2 := by ring
    rw [h, Real.sqrt_sq (by positivity), add_halves, mp2Energy]
  have hlim := (hc.tendsto 0).mono_left (nhdsWithin_le_nhds (s := {(0 : ℝ)}ᶜ))
  rw [hval] at hlim
  refine hlim.congr' ?_
  filter_upwards [self_mem_nhdsWithin] with t ht
  have ht0 : t ≠ 0 := ht
  have hs : √(d ^ 2 / 4 + (t * K) ^ 2) ^ 2 = d ^ 2 / 4 + (t * K) ^ 2 :=
    Real.sq_sqrt (by positivity)
  -- rationalise the difference with the square root
  unfold exactEnergy
  rw [div_eq_div_iff (hpos t).ne' (pow_ne_zero 2 ht0)]
  linear_combination hs
```

**The second-order energy is too low.** For \(d>0\) and \(K\neq0\),

\[
\left(\frac d2+\frac{K^2}{d}\right)^2=\frac{d^2}{4}+K^2+\frac{K^4}{d^2}>\frac{d^2}{4}+K^2 .
\]

Taking positive square roots and rearranging gives \(-K^2/d<E\). In the code, `hsq` is the expansion and `hlt` the comparison of roots.

```lean
/-- For a positive gap and a nonzero coupling, the second-order energy lies strictly
below the exact energy. -/
theorem mp2Energy_lt_exactEnergy {d K : ℝ} (hd : 0 < d) (hK : K ≠ 0) :
    mp2Energy d K < exactEnergy d K := by
  have hq : 0 < K ^ 2 / d := by positivity
  have hsq : (d / 2 + K ^ 2 / d) ^ 2 = d ^ 2 / 4 + K ^ 2 + (K ^ 2 / d) ^ 2 := by
    field_simp
    ring
  have hlt : √(d ^ 2 / 4 + K ^ 2) < d / 2 + K ^ 2 / d := by
    rw [Real.sqrt_lt' (by positivity), hsq]
    have := pow_pos hq 2
    linarith
  unfold mp2Energy exactEnergy
  rw [neg_div]
  linarith
```

**Closing the gap.** At fixed \(K\neq0\), \(1/d\to+\infty\) as \(d\to0^+\), so \(E_2\to-\infty\). The filter `𝓝[>] 0` expresses the approach from above.

```lean
/-- As the gap closes from above at fixed nonzero coupling, the second-order energy
tends to minus infinity. -/
theorem mp2Energy_tendsto_atBot {K : ℝ} (hK : K ≠ 0) :
    Tendsto (fun d => mp2Energy d K) (𝓝[>] 0) atBot := by
  have hK2 : 0 < K ^ 2 := by positivity
  have h : Tendsto (fun d : ℝ => K ^ 2 * d⁻¹) (𝓝[>] 0) atTop :=
    Tendsto.const_mul_atTop hK2 tendsto_inv_nhdsGT_zero
  refine (tendsto_neg_atTop_atBot.comp h).congr (fun d => ?_)
  simp only [Function.comp_apply, mp2Energy]
  ring
```

The exact formula is continuous at \(d=0\), where it equals \(-\sqrt{K^2}=-|K|\). With \(K=1\) and \(d=0.1\), for instance, \(E_2=-10\) while \(E\approx-0.951\).

```lean
/-- As the gap closes from above, the exact energy tends to minus the absolute value
of the coupling. -/
theorem exactEnergy_tendsto (K : ℝ) :
    Tendsto (fun d => exactEnergy d K) (𝓝[>] 0) (𝓝 (-|K|)) := by
  have hc : Continuous (fun d => exactEnergy d K) := by
    unfold exactEnergy
    fun_prop
  have hval : exactEnergy 0 K = -|K| := by
    simp [exactEnergy, Real.sqrt_sq_eq_abs]
  rw [← hval]
  exact (hc.tendsto 0).mono_left nhdsWithin_le_nhds
```

**Many excited configurations.** Now couple the reference to finitely many configurations with energies \(d_i\) and couplings \(K_i\), but not those configurations to one another. In the index type `Unit ⊕ ι`, `.inl ()` labels the reference and `.inr i` the excited configuration \(i\).

```lean
variable {ι : Type*} [Fintype ι] [DecidableEq ι]

/-- The Hamiltonian of a reference at energy zero coupled by `K i` to excited
configurations at energies `d i`, which are not coupled to one another. -/
def manyLevel (d K : ι → ℝ) : Matrix (Unit ⊕ ι) (Unit ⊕ ι) ℝ :=
  fromBlocks 0 (Matrix.of fun _ i => K i) (Matrix.of fun i _ => K i) (diagonal d)
```

Write \(x\) for the reference amplitude and \(y_i\) for the excited ones, all real. Each coupling occurs twice in the symmetric matrix, so

\[
\langle v|H|v\rangle=\sum_i\left(2xK_iy_i+d_iy_i^2\right).
\]

```lean
/-- The unnormalised energy expectation splits into a coupling term and an excitation term for each
excited configuration. -/
theorem manyLevel_expectation (d K : ι → ℝ) (v : Unit ⊕ ι → ℝ) :
    v ⬝ᵥ manyLevel d K *ᵥ v =
      ∑ i, (2 * v (.inl ()) * K i * v (.inr i) + d i * v (.inr i) ^ 2) := by
  simp only [manyLevel, dotProduct, Matrix.mulVec, Fintype.sum_sum_type,
    fromBlocks_apply₁₁, fromBlocks_apply₁₂, fromBlocks_apply₂₁, fromBlocks_apply₂₂,
    Matrix.of_apply, Matrix.zero_apply, diagonal_apply, ite_mul, zero_mul,
    Finset.sum_ite_eq, Finset.mem_univ, if_true, Finset.univ_unique,
    Finset.sum_singleton, zero_add]
  rw [Finset.mul_sum, ← Finset.sum_add_distrib]
  refine Finset.sum_congr rfl (fun i _ => ?_)
  change v (.inl ()) * (K i * v (.inr i)) +
    v (.inr i) * (K i * v (.inl ()) + d i * v (.inr i)) = _
  ring
```

Let all \(d_i>0\), let some \(K_i\neq0\), and set \(S=\sum_iK_i^2/d_i>0\). The second-order energy is taken to be \(-S\); the limit above was proved for two levels. Completing the square in each \(y_i\) gives

\[
\langle v|H|v\rangle+S\langle v|v\rangle=\sum_i d_i\left(y_i+\frac{xK_i}{d_i}\right)^2+S\sum_i y_i^2 .
\]

If some \(y_i\neq0\), the last term is positive. If all vanish, then \(x\neq0\) and the left side is \(Sx^2>0\). The proof splits into the same two cases. Its inequality is multiplied through by \(\langle v|v\rangle>0\); dividing by this squared norm puts \(-S\) below the energy of every normalised trial vector, the ground state included.

In a canonical spin-orbital MP2 program, the corresponding sum is

\[
E_2=-\sum_{i<j,\;a<b}\frac{|\langle ij\|ab\rangle|^2}{\varepsilon_a+\varepsilon_b-\varepsilon_i-\varepsilon_j},
\]

with \(i,j\) occupied and \(a,b\) virtual spin orbitals, \(\varepsilon_p\) the Hartree–Fock orbital energies and \(\langle ij\|ab\rangle=\langle ij|ab\rangle-\langle ij|ba\rangle\) the antisymmetrised two-electron integrals; it is added to the Hartree–Fock energy, which plays the part of the zero of the model. In a molecule the doubly excited determinants are in general also shifted and coupled to one another and to other excitations, so the inequality proved here does not carry over to this sum in general. A direct implementation adds up these terms without minimising an expectation value, and a nearly closed gap shows up as a small denominator. A configuration-interaction program instead seeks the lowest eigenvalue, or several low ones, of \(H\) in its chosen space.

```lean
/-- With positive gaps and at least one nonzero coupling, the second-order energy lies
strictly below the normalised energy expectation of every nonzero trial vector. -/
theorem manyLevel_mp2_lt_expectation {d K : ι → ℝ} (hd : ∀ i, 0 < d i)
    (hK : ∃ i, K i ≠ 0) {v : Unit ⊕ ι → ℝ} (hv : v ≠ 0) :
    (-∑ i, K i ^ 2 / d i) * (v ⬝ᵥ v) < v ⬝ᵥ manyLevel d K *ᵥ v := by
  have hS : 0 < ∑ i, K i ^ 2 / d i := by
    obtain ⟨j, hj⟩ := hK
    exact Finset.sum_pos' (fun i _ => div_nonneg (sq_nonneg _) (hd i).le)
      ⟨j, Finset.mem_univ j, div_pos (by positivity) (hd j)⟩
  have hn : v ⬝ᵥ v = v (.inl ()) ^ 2 + ∑ i, v (.inr i) ^ 2 := by
    simp [dotProduct, Fintype.sum_sum_type, pow_two]
  rw [hn, manyLevel_expectation]
  by_cases hy : ∀ i, v (.inr i) = 0
  · -- only the reference is occupied
    have hx : v (.inl ()) ≠ 0 := by
      intro hx
      apply hv
      funext a
      rcases a with u | i
      · exact hx
      · exact hy i
    have hp := mul_pos hS (pow_pos (abs_pos.mpr hx) 2)
    rw [sq_abs] at hp
    simp only [hy, mul_zero, ne_eq, OfNat.ofNat_ne_zero, not_false_eq_true, zero_pow,
      add_zero, Finset.sum_const_zero]
    linarith
  · push Not at hy
    obtain ⟨j, hj⟩ := hy
    have hY : 0 < ∑ i, v (.inr i) ^ 2 :=
      Finset.sum_pos' (fun i _ => sq_nonneg _) ⟨j, Finset.mem_univ j, by positivity⟩
    -- complete the square in each excited amplitude
    have hsq : 0 ≤ ∑ i, (2 * v (.inl ()) * K i * v (.inr i) + d i * v (.inr i) ^ 2) +
        v (.inl ()) ^ 2 * ∑ i, K i ^ 2 / d i := by
      rw [Finset.mul_sum, ← Finset.sum_add_distrib]
      refine Finset.sum_nonneg (fun i _ => ?_)
      have hi := (hd i).ne'
      have h : 2 * v (.inl ()) * K i * v (.inr i) + d i * v (.inr i) ^ 2 +
          v (.inl ()) ^ 2 * (K i ^ 2 / d i) =
          d i * (v (.inr i) + v (.inl ()) * K i / d i) ^ 2 := by
        field_simp
        ring
      rw [h]
      exact mul_nonneg (hd i).le (sq_nonneg _)
    nlinarith [mul_pos hS hY]

end

end MP2NotVariational
```

```lean
#print axioms MP2NotVariational.mp2Energy_is_second_order
#print axioms MP2NotVariational.mp2Energy_tendsto_atBot
#print axioms MP2NotVariational.exactEnergy_tendsto
#print axioms MP2NotVariational.manyLevel_mp2_lt_expectation
```

```
'MP2NotVariational.mp2Energy_is_second_order' depends on axioms: [propext, Classical.choice, Quot.sound]
'MP2NotVariational.mp2Energy_tendsto_atBot' depends on axioms: [propext, Classical.choice, Quot.sound]
'MP2NotVariational.exactEnergy_tendsto' depends on axioms: [propext, Classical.choice, Quot.sound]
'MP2NotVariational.manyLevel_mp2_lt_expectation' depends on axioms: [propext, Classical.choice, Quot.sound]
```
